# A bound on the double flip difference of two spins bounds every cluster coefficient containing both

If I drop all clusters that join two sites because their pair coefficient is tiny, I can get the energy badly wrong. For three spins with \(E = s_1 s_2 s_3\), the pair coefficient of sites 1 and 2 is exactly zero, yet the triplet coefficient is 1. Checking triplets, quadruplets and so on one at a time is hopeless in a large cell. Is there one measure of weak coupling between two sites that controls all their many-body terms at once?

## Test the pair in every environment

Yes: use the double flip difference, and require it to be small in every configuration. Let \(s^i\) be the configuration \(s\) with spin \(i\) reversed, \(s^{ij}\) the one with both reversed, and

\[ D(s) = E(s) - E(s^i) - E(s^j) + E(s^{ij}). \]

This measures how much the cost of flipping \(i\) depends on the state of \(j\). If \(|D(s)|\le d\) for all \(s\), then \(|J_S|\le d/4\) for every cluster \(S\) containing both sites. In your example \(D = 4s_1s_2s_3\), so \(d=4\) correctly allows a triplet coefficient of 1.

For \(N\) sites with spins \(s_k=\pm1\), which in a binary alloy stand for the two species, define the cluster functions and coefficients by

\[ \Phi_S(s)=\prod_{k\in S}s_k,\qquad J_S = 2^{-N}\sum_s E(s)\,\Phi_S(s). \]

If \(i\in S\), then \(\Phi_S(s^i)=-\Phi_S(s)\). Since flipping only permutes the configurations,

\[ 2^{-N}\sum_s E(s^i)\Phi_S(s)=2^{-N}\sum_s E(s)\Phi_S(s^i)=-J_S. \]

The same holds for \(j\), and two flips restore the sign. The coefficient of \(D\) on a cluster containing both sites is therefore \(J_S+J_S+J_S+J_S=4J_S\).

Next, expanding a product over sites gives

\[ \sum_S\Phi_S(s)\Phi_S(t)=\prod_k(1+s_kt_k)=2^N\delta_{st}, \]

because any site where \(s\) and \(t\) differ contributes a zero factor. Multiplying by \(2^{-N}E(t)\) and summing over \(t\) gives \(E(s)=\sum_S J_S\Phi_S(s)\). Multiplying that by \(2^{-N}E(s)\) and summing over \(s\) gives Parseval's identity, \(\sum_S J_S^2=2^{-N}\sum_s E(s)^2\). Applied to \(D\), it yields

\[ 16\sum_{S\ni i,j}J_S^2\le 2^{-N}\sum_s D(s)^2\le d^2. \]

So the squares of all these coefficients together sum to at most \((d/4)^2\), and each single one obeys the bound.

The same sign count gives a neighbouring result, which I derive here without a formal proof: clusters missing \(i\) or \(j\) cancel from \(D\), so \(\sum_{S\ni i,j}J_S\Phi_S(s)=D(s)/4\). For a binary alloy on a finite, fixed lattice, dropping every cluster that joins the two sites thus changes no configuration's energy by more than \(d/4\).

Here is the Lean file.

```lean
import Mathlib

open Finset

namespace ClusterInteractionDecay

noncomputable section

variable {ι : Type*} [Fintype ι] [DecidableEq ι]

/-- A spin configuration: each site carries `+1` or `-1`. -/
abbrev Config (ι : Type*) := ι → ℤˣ

/-- The spin at site `i` as a real number. -/
def spin (s : Config ι) (i : ι) : ℝ := ((s i : ℤ) : ℝ)

/-- The configuration with the spin at site `i` reversed. -/
def flipAt (i : ι) (s : Config ι) : Config ι := Function.update s i (-s i)

/-- The cluster function of `S`: the product of the spins in `S`. -/
def cluster (S : Finset ι) (s : Config ι) : ℝ := ∏ i ∈ S, spin s i

/-- The coefficient `J_S` of the energy `E`: the average of `E` times the cluster function
of `S` over all configurations. -/
def coupling (E : Config ι → ℝ) (S : Finset ι) : ℝ :=
  (∑ s, E s * cluster S s) / 2 ^ Fintype.card ι

/-- The double flip difference of the energy at the sites `i` and `j`. -/
def doubleFlip (E : Config ι → ℝ) (i j : ι) (s : Config ι) : ℝ :=
  E s - E (flipAt i s) - E (flipAt j s) + E (flipAt i (flipAt j s))

omit [Fintype ι] [DecidableEq ι] in
/-- The square of a spin is one. -/
theorem spin_mul_self (s : Config ι) (i : ι) : spin s i * spin s i = 1 := by
  rcases Int.units_eq_one_or (s i) with h | h <;> simp [spin, h]

omit [Fintype ι] in
/-- Reversing a spin that belongs to a cluster reverses the sign of the cluster function. -/
theorem cluster_flip {S : Finset ι} {i : ι} (hi : i ∈ S) (s : Config ι) :
    cluster S (flipAt i s) = -cluster S s := by
  have h1 : ∏ k ∈ S.erase i, spin (flipAt i s) k = ∏ k ∈ S.erase i, spin s k :=
    Finset.prod_congr rfl fun k hk => by
      simp [spin, flipAt, Finset.ne_of_mem_erase hk]
  have h2 : spin (flipAt i s) i = -spin s i := by simp [spin, flipAt]
  unfold cluster
  rw [← Finset.mul_prod_erase S (fun k => spin (flipAt i s) k) hi,
    ← Finset.mul_prod_erase S (fun k => spin s k) hi, h1, h2]
  ring

/-- If the energy is evaluated with site `i` reversed, the coefficient of every cluster
containing `i` changes sign. -/
theorem coupling_flip (E : Config ι → ℝ) {S : Finset ι} {i : ι} (hi : i ∈ S) :
    coupling (fun s => E (flipAt i s)) S = -coupling E S := by
  have hinv : Function.Involutive (flipAt i : Config ι → Config ι) := by
    intro s
    funext k
    by_cases hk : k = i
    · subst hk
      simp [flipAt]
    · simp [flipAt, hk]
  -- reindex the average by the flip
  have h : ∑ s, E (flipAt i s) * cluster S s = -∑ s, E s * cluster S s := by
    rw [← Finset.sum_neg_distrib]
    refine Fintype.sum_equiv (Function.Involutive.toPerm (flipAt i) hinv) _ _ fun s => ?_
    change _ = -(E (flipAt i s) * cluster S (flipAt i s))
    rw [cluster_flip hi]
    ring
  simp only [coupling]
  rw [h, neg_div]

/-- On a cluster containing both `i` and `j`, the double flip difference has four times the
coefficient of the energy. -/
theorem coupling_doubleFlip (E : Config ι → ℝ) {S : Finset ι} {i j : ι}
    (hi : i ∈ S) (hj : j ∈ S) :
    coupling (doubleFlip E i j) S = 4 * coupling E S := by
  have h1 := coupling_flip E hi
  have h2 := coupling_flip E hj
  have h3 : coupling (fun s => E (flipAt i (flipAt j s))) S
      = -coupling (fun s => E (flipAt i s)) S :=
    coupling_flip (fun s => E (flipAt i s)) hj
  have h4 : coupling (doubleFlip E i j) S
      = coupling E S - coupling (fun s => E (flipAt i s)) S
        - coupling (fun s => E (flipAt j s)) S
        + coupling (fun s => E (flipAt i (flipAt j s))) S := by
    simp only [coupling, doubleFlip, add_mul, sub_mul, Finset.sum_add_distrib,
      Finset.sum_sub_distrib]
    ring
  linarith

/-- Completeness of the cluster functions: summed over all clusters, their product at two
configurations vanishes unless the configurations agree. -/
theorem cluster_completeness (s t : Config ι) :
    ∑ S : Finset ι, cluster S s * cluster S t
      = if s = t then (2 : ℝ) ^ Fintype.card ι else 0 := by
  -- the sum over clusters is an expanded product over sites
  have h : ∑ S : Finset ι, cluster S s * cluster S t = ∏ i, (spin s i * spin t i + 1) := by
    rw [Finset.prod_add, Finset.powerset_univ]
    refine Finset.sum_congr rfl fun S _ => ?_
    simp [cluster, Finset.prod_mul_distrib]
  rw [h]
  split_ifs with hst
  · subst hst
    simp only [spin_mul_self, Finset.prod_const, Finset.card_univ]
    norm_num
  · obtain ⟨i, hi⟩ := Function.ne_iff.mp hst
    refine Finset.prod_eq_zero (Finset.mem_univ i) ?_
    rcases Int.units_eq_one_or (s i) with h1 | h1 <;>
      rcases Int.units_eq_one_or (t i) with h2 | h2
    · exact absurd (h1.trans h2.symm) hi
    · simp [spin, h1, h2]
    · simp [spin, h1, h2]
    · exact absurd (h1.trans h2.symm) hi

/-- The cluster expansion: every energy is the sum of its coefficients times the cluster
functions. -/
theorem cluster_expansion (E : Config ι → ℝ) (s : Config ι) :
    E s = ∑ S, coupling E S * cluster S s := by
  have hN : (2 : ℝ) ^ Fintype.card ι ≠ 0 := by positivity
  have h : ∑ S, coupling E S * cluster S s
      = (∑ t, E t * ∑ S, cluster S t * cluster S s) / 2 ^ Fintype.card ι := by
    simp only [coupling, Finset.mul_sum, div_mul_eq_mul_div, Finset.sum_mul]
    rw [← Finset.sum_div, Finset.sum_comm]
    simp only [mul_assoc]
  rw [h]
  simp only [cluster_completeness, mul_ite, mul_zero, Finset.sum_ite_eq', Finset.mem_univ,
    ↓reduceIte]
  rw [mul_div_cancel_right₀ _ hN]

/-- Parseval identity: the squared coefficients sum to the mean square of the energy over all
configurations. -/
theorem parseval (E : Config ι → ℝ) :
    ∑ S, coupling E S ^ 2 = (∑ s, E s ^ 2) / 2 ^ Fintype.card ι := by
  calc ∑ S, coupling E S ^ 2
      = ∑ S, (∑ s, E s * (coupling E S * cluster S s)) / 2 ^ Fintype.card ι := by
        refine Finset.sum_congr rfl fun S _ => ?_
        have h : ∑ s, E s * (coupling E S * cluster S s)
            = coupling E S * ∑ s, E s * cluster S s := by
          rw [Finset.mul_sum]
          exact Finset.sum_congr rfl fun s _ => by ring
        rw [h, mul_div_assoc, sq]
        rfl
    _ = (∑ s, E s * ∑ S, coupling E S * cluster S s) / 2 ^ Fintype.card ι := by
        rw [← Finset.sum_div, Finset.sum_comm]
        simp only [Finset.mul_sum]
    _ = (∑ s, E s ^ 2) / 2 ^ Fintype.card ι := by
        congr 1
        exact Finset.sum_congr rfl fun s _ => by rw [← cluster_expansion E s, sq]

/-- If the double flip difference at `i` and `j` never exceeds `d` in magnitude, the squared
coefficients of all clusters containing both sites sum to at most `(d/4)²`. -/
theorem sum_sq_coupling_le (E : Config ι → ℝ) (i j : ι) (d : ℝ)
    (h : ∀ s, |doubleFlip E i j s| ≤ d) :
    ∑ S with i ∈ S ∧ j ∈ S, coupling E S ^ 2 ≤ (d / 4) ^ 2 := by
  have hc : Fintype.card (Config ι) = 2 ^ Fintype.card ι := by simp
  -- the mean square of the double flip difference is at most d²
  have hmean : (∑ s, doubleFlip E i j s ^ 2) / 2 ^ Fintype.card ι ≤ d ^ 2 := by
    rw [div_le_iff₀ (by positivity)]
    calc ∑ s, doubleFlip E i j s ^ 2 ≤ ∑ _s : Config ι, d ^ 2 :=
          Finset.sum_le_sum fun s _ => sq_le_sq' (abs_le.mp (h s)).1 (abs_le.mp (h s)).2
      _ = d ^ 2 * 2 ^ Fintype.card ι := by
          rw [Finset.sum_const, Finset.card_univ, hc, nsmul_eq_mul]
          push_cast
          ring
  -- keep only the clusters that contain both sites
  have hsub : ∑ S with i ∈ S ∧ j ∈ S, (4 * coupling E S) ^ 2
      ≤ ∑ S, coupling (doubleFlip E i j) S ^ 2 := by
    calc ∑ S with i ∈ S ∧ j ∈ S, (4 * coupling E S) ^ 2
        = ∑ S with i ∈ S ∧ j ∈ S, coupling (doubleFlip E i j) S ^ 2 :=
          Finset.sum_congr rfl fun S hS => by
            rw [coupling_doubleFlip E (Finset.mem_filter.mp hS).2.1
              (Finset.mem_filter.mp hS).2.2]
      _ ≤ _ := Finset.sum_le_sum_of_subset_of_nonneg (Finset.filter_subset _ _)
          fun S _ _ => sq_nonneg _
  rw [parseval] at hsub
  simp only [mul_pow, ← Finset.mul_sum] at hsub
  linarith

/-- If the double flip difference at `i` and `j` never exceeds `d` in magnitude, every cluster
containing both sites has a coefficient of magnitude at most `d/4`. -/
theorem abs_coupling_le (E : Config ι → ℝ) (i j : ι) (d : ℝ)
    (h : ∀ s, |doubleFlip E i j s| ≤ d) (S : Finset ι) (hi : i ∈ S) (hj : j ∈ S) :
    |coupling E S| ≤ d / 4 := by
  have hd : 0 ≤ d := (abs_nonneg _).trans (h fun _ => 1)
  have hS : S ∈ Finset.univ.filter (fun S : Finset ι => i ∈ S ∧ j ∈ S) :=
    Finset.mem_filter.mpr ⟨Finset.mem_univ S, hi, hj⟩
  -- one term of the sum of squares
  have h1 : coupling E S ^ 2 ≤ (d / 4) ^ 2 :=
    (Finset.single_le_sum (f := fun S => coupling E S ^ 2)
      (fun T _ => sq_nonneg (coupling E T)) hS).trans (sum_sq_coupling_le E i j d h)
  have h2 := sq_le_sq.mp h1
  rwa [abs_of_nonneg (by positivity : 0 ≤ d / 4)] at h2

/-- For distinct sites, the pair energy `(d/4) s_i s_j` has a double flip difference of
magnitude `|d|` in every configuration, and its pair coefficient is `d/4`. -/
theorem pair_energy_sharp {i j : ι} (hij : i ≠ j) (d : ℝ) :
    (∀ s, |doubleFlip (fun s => d / 4 * (spin s i * spin s j)) i j s| = |d|) ∧
      coupling (fun s => d / 4 * (spin s i * spin s j)) {i, j} = d / 4 := by
  constructor
  · intro s
    have hself : ∀ (k : ι) (t : Config ι), spin (flipAt k t) k = -spin t k := by
      intro k t
      simp [spin, flipAt]
    have hi : ∀ t : Config ι, spin (flipAt j t) i = spin t i := by
      intro t
      simp [spin, flipAt, hij]
    have hj : ∀ t : Config ι, spin (flipAt i t) j = spin t j := by
      intro t
      simp [spin, flipAt, hij.symm]
    have hD : doubleFlip (fun s => d / 4 * (spin s i * spin s j)) i j s
        = d * (spin s i * spin s j) := by
      simp only [doubleFlip, hself, hi, hj]
      ring
    rw [hD]
    rcases Int.units_eq_one_or (s i) with h1 | h1 <;>
      rcases Int.units_eq_one_or (s j) with h2 | h2 <;> simp [spin, h1, h2]
  · have hc : Fintype.card (Config ι) = 2 ^ Fintype.card ι := by simp
    have hN : (2 : ℝ) ^ Fintype.card ι ≠ 0 := by positivity
    have hterm : ∀ s : Config ι,
        d / 4 * (spin s i * spin s j) * cluster {i, j} s = d / 4 := by
      intro s
      rw [cluster, Finset.prod_pair hij]
      linear_combination (d / 4 * (spin s j * spin s j)) * spin_mul_self s i
        + d / 4 * spin_mul_self s j
    simp only [coupling, hterm]
    rw [Finset.sum_const, Finset.card_univ, hc, nsmul_eq_mul]
    push_cast
    rw [mul_div_cancel_left₀ _ hN]

end

end ClusterInteractionDecay
```

```lean
#print axioms ClusterInteractionDecay.coupling_doubleFlip
#print axioms ClusterInteractionDecay.abs_coupling_le
#print axioms ClusterInteractionDecay.pair_energy_sharp
```

```
'ClusterInteractionDecay.coupling_doubleFlip' depends on axioms: [propext, Classical.choice, Quot.sound]
'ClusterInteractionDecay.abs_coupling_le' depends on axioms: [propext, Classical.choice, Quot.sound]
'ClusterInteractionDecay.pair_energy_sharp' depends on axioms: [propext, Classical.choice, Quot.sound]
```

## What the Lean statements say

`Config ι` assigns a unit of the integers, \(+1\) or \(-1\), to each site of the finite type `ι`. `cluster S s` is \(\Phi_S(s)\), `coupling E S` is \(J_S\), and `doubleFlip E i j s` is \(D(s)\). The energy `E` is an arbitrary real function, with no symmetry or range assumed.

`abs_coupling_le` is the bound on one coefficient and `sum_sq_coupling_le` the bound on the sum of squares. Neither needs \(i\ne j\); for \(i=j\), \(D\) is twice the single flip difference. `pair_energy_sharp` does take distinct sites, and shows that for \(d\ge 0\) the energy \((d/4)s_is_j\) attains the bound.

The convention matters when you compare with a fitted expansion. Each \(J_S\) belongs to one individual cluster, without symmetry multiplicities, and the average weights all configurations equally, whatever their composition. The bound \(d\) is an input, and enumeration is no cheaper way to get it: the other sites of a distinct pair have \(2^{N-2}\) configurations, exactly as many as there are clusters containing both sites. A sample of configurations can miss the largest \(|D|\), so where full enumeration is out of reach, a guaranteed \(d\) has to come from what you know about the energy model. The theorem gives decay with distance only if you know that \(d\) shrinks with separation. Alloys with three or more species and infinite lattices need a different setting.

## From sign reversal to the bound

`cluster_flip` isolates the factor at site \(i\) to obtain the sign change. `coupling_flip` reindexes the sum, using that a flip is its own inverse, and `coupling_doubleFlip` collects the four terms.

`cluster_completeness` expands the product with `Finset.prod_add`; `cluster_expansion` and `parseval` then follow by exchanging sums. `sum_sq_coupling_le` bounds the mean square of \(D\) and discards the nonnegative terms from other clusters. Finally, `abs_coupling_le` keeps one term through `Finset.single_le_sum` and takes the square root, with \(d\ge0\) read off from the hypothesis at the all-up configuration.
